# An n × n matrix W sends every diagonal density matrix ρ to a matrix WρW* with all diagonal entries 1/n exactly when every entry of W has squared modulus 1/n

Take an n-level system in a diagonal state, with non-negative populations p_j that sum to one, and let a complex n × n matrix W, not assumed unitary, carry the state diag(p) to W diag(p) W*. The lemma says that the diagonal entries of the result are all 1/n, for every such p, if and only if |W_ij|² = 1/n for all i and j. For the forward direction, the attempt puts the whole population in one level j, so that the i-th diagonal entry is just |W_ij|². For the converse, it writes each diagonal entry as the sum of |W_ij|² p_j over j, takes out the common factor 1/n, and uses the fact that the populations sum to one.

In Lean, a first try:

```lean
import Mathlib

open Matrix
open scoped ComplexOrder

namespace FlatPopulations

noncomputable section

variable {n : ℕ}

/-- The diagonal entries of `W diag(d) W*` are the sums of `d j` weighted by `|W i j|²`. -/
theorem population_formula (W : Matrix (Fin n) (Fin n) ℂ) (d : Fin n → ℂ) (i : Fin n) :
    (W * diagonal d * Wᴴ) i i = ∑ j, ((‖W i j‖ ^ 2 : ℝ) : ℂ) * d j := by
  rw [Matrix.mul_apply]
  refine Finset.sum_congr rfl fun j _ => ?_
  rw [Matrix.mul_diagonal, Matrix.conjTranspose_apply, Complex.star_def,
    ← Complex.normSq_eq_norm_sq, ← Complex.mul_conj]
  ring

/-- A matrix `W` flattens the populations of every diagonal state exactly when all its
entries have squared modulus `1/n`. -/
theorem flattens_iff_unbiased (W : Matrix (Fin n) (Fin n) ℂ) :
    (∀ p : Fin n → ℝ, (∀ j, 0 ≤ p j) → ∑ j, p j = 1 →
      ∀ i, (W * diagonal (fun j => (p j : ℂ)) * Wᴴ) i i = 1 / (n : ℂ)) ↔
    ∀ i j, ‖W i j‖ ^ 2 = 1 / (n : ℝ) := by
  constructor
  · intro h i j
    -- test on the state with all its population in level `j`
    have h1 := (population_formula W _ i).symm.trans
      (h (fun k => if k = j then 1 else 0) (by intro k; dsimp only; split_ifs <;> norm_num)
        (by simp) i)
    have key : ∑ k, ((‖W i k‖ ^ 2 : ℝ) : ℂ) * ((if k = j then (1 : ℝ) else 0 : ℝ) : ℂ)
        = ((‖W i j‖ ^ 2 : ℝ) : ℂ) := by
      rw [Finset.sum_eq_single j]
      · simp
      · intro b _ hb
        simp [hb]
      · simp
    have h2 := key.symm.trans h1
    apply Complex.ofReal_injective
    push_cast at h2 ⊢
    exact h2
  · intro hW p _ hp i
    rw [population_formula]
    simp_rw [hW]
    rw [← Finset.mul_sum, ← Complex.ofReal_sum, hp]
    simp

end

end FlatPopulations
```

Lean reports:

```
Main.lean:31:56: error: `dsimp` made no progress
```

Diagnosis. The error comes from the small proof that the test populations are non-negative. These are given by a function that is 1 at level j and 0 elsewhere. The call to `dsimp only` would have been of use if the goal after `intro k` had still shown this function applied to `k`, since it would then have carried out the application and exposed the `if`. But Lean had already done so when it put the function into the hypothesis of `h`, and the goal was simply that 0 is at most `if k = j then 1 else 0`. With nothing left to simplify, `dsimp only` failed, because it counts making no progress as an error.

The repair deletes that call. `split_ifs` can then work on the `if` directly, and `norm_num` proves the two cases, 0 ≤ 1 and 0 ≤ 0.

As a diff, the version that Lean accepts:

```diff
@@ -29,5 +29,5 @@
     -- test on the state with all its population in level `j`
     have h1 := (population_formula W _ i).symm.trans
-      (h (fun k => if k = j then 1 else 0) (by intro k; dsimp only; split_ifs <;> norm_num)
+      (h (fun k => if k = j then 1 else 0) (by intro k; split_ifs <;> norm_num)
         (by simp) i)
     have key : ∑ k, ((‖W i k‖ ^ 2 : ℝ) : ℂ) * ((if k = j then (1 : ℝ) else 0 : ℝ) : ℂ)
```
